# A Hermitian n × n family A + tB that is nondegenerate at one real t is degenerate at no more than n(n−1)/2 real t

Take two levels with energies a and b, coupled by a matrix element c, and turn a knob t on which a, b and c all depend linearly. The energies a and b are real, while c may be complex. The squared gap between the two eigenvalues is

(a − b)² + 4|c|².

This is a polynomial in t of degree at most 2, and it is never negative. Where it vanishes it touches zero from above, so the zero is double and uses up the whole degree. The levels therefore meet at one t at most, unless they coincide at every t.

For n levels the same argument works with the product of all squared gaps. Provided that all n levels are distinct for at least one real t, it limits the number of values of t at which a degeneracy can occur when a field or coupling t is scanned in a finite-basis Hamiltonian A + tB. The non-crossing rule concerns what happens generically along one parameter; this count makes no genericity claim and allows crossings.

Each assumption below enters at a definite step. The small counter-examples are side calculations, separate from the Lean theorems.

## Finitely many levels

A and B are n × n complex matrices, as for a spin system or a Hamiltonian in a finite basis. Write H(t) = A + tB and define

D(t) = det [tr H(t)^(i+j)], i, j = 0, …, n−1.

Finite n makes D a polynomial. With infinitely many levels the count can be infinite: the levels 0, 1−t, 2−t, 3−t, … have a crossing at every positive integer t. Passing from a finite basis to the full Hamiltonian is a step that the theorem leaves open.

```lean
import Mathlib

open Matrix Polynomial

namespace LevelCrossingCount

noncomputable section

variable {n : ℕ}
```

`Degenerate` means a repeated root of the characteristic polynomial. For Hermitian matrices this agrees with the textbook meaning, two independent eigenvectors with one energy; for other matrices it can differ.

```lean
/-- A matrix is degenerate if its characteristic polynomial has a repeated root, that is, if it
has fewer than `n` distinct eigenvalues. -/
def Degenerate (H : Matrix (Fin n) (Fin n) ℂ) : Prop := ¬ H.charpoly.roots.Nodup
```

`pencil` is H(t) with polynomial entries, `X` standing for t, and `levelDiscriminant` is D.

```lean
/-- The family `A + tB` as a matrix whose entries are polynomials in the parameter `t`. -/
def pencil (A B : Matrix (Fin n) (Fin n) ℂ) : Matrix (Fin n) (Fin n) ℂ[X] :=
  A.map C + (X : ℂ[X]) • B.map C

/-- The discriminant of the family `A + tB`, a polynomial in `t`: the determinant of the matrix
with entries `tr (A + tB)^(i+j)`, where `i` and `j` run from `0` to `n - 1`. -/
def levelDiscriminant (A B : Matrix (Fin n) (Fin n) ℂ) : ℂ[X] :=
  Matrix.det (Matrix.of fun i j : Fin n => Matrix.trace (pencil A B ^ ((i : ℕ) + (j : ℕ))))
```

## Hermitian A and B

Both parts of the Hamiltonian are observables, so at real t the matrix H(t) has real levels E_0, …, E_(n−1) and a unitary U of eigenvectors with HU = U diag(E). Hence

tr H^k = Σ_l E_l^k.

With W_lj = E_l^j, the matrix inside D has entries

Σ_l E_l^i E_l^j = (WᵀW)_ij.

The Vandermonde formula for det W then gives

D(t) = (det W)² = ∏_{i<j} (E_j − E_i)².

So D(t) is real and nonnegative, and it vanishes exactly when two levels coincide.

Hermiticity of B alone is not enough. With A = [[0, 1], [−1, 0]] and B = diag(1, −1), the eigenvalues ±√(t² − 1) coincide at t = 1 and at t = −1, twice where the bound allows once. Exchanging A and B gives ±√(1 − t²), so Hermiticity of A alone is not enough either.

In Lean, `exists_levels` takes U from the spectral theorem, with `V` its inverse.

```lean
/-- A Hermitian matrix is diagonalised by an invertible matrix `U`, with real levels `E i`. -/
theorem exists_levels {H : Matrix (Fin n) (Fin n) ℂ} (hH : H.IsHermitian) :
    ∃ (U V : Matrix (Fin n) (Fin n) ℂ) (E : Fin n → ℝ),
      V * U = 1 ∧ H * U = U * diagonal fun i => (E i : ℂ) := by
  refine ⟨(hH.eigenvectorUnitary : Matrix (Fin n) (Fin n) ℂ),
    star (hH.eigenvectorUnitary : Matrix (Fin n) (Fin n) ℂ), hH.eigenvalues,
    Matrix.mem_unitaryGroup_iff'.mp hH.eigenvectorUnitary.2, ?_⟩
  ext i j
  have h := congrFun (hH.mulVec_eigenvectorBasis j) i
  simp only [Matrix.mulVec, dotProduct, Pi.smul_apply, Complex.real_smul] at h
  rw [Matrix.mul_diagonal]
  simp only [Matrix.mul_apply, hH.eigenvectorUnitary_apply]
  exact h.trans (mul_comm _ _)
```

`degenerate_iff` uses the fact that similar matrices share a characteristic polynomial, here ∏(X − E_i), whose roots are the listed levels.

```lean
/-- A matrix diagonalised by `U` with real levels `E i` is degenerate exactly when two of the
levels coincide. -/
theorem degenerate_iff {H U V : Matrix (Fin n) (Fin n) ℂ} {E : Fin n → ℝ} (hVU : V * U = 1)
    (hHU : H * U = U * diagonal fun i => (E i : ℂ)) :
    Degenerate H ↔ ¬ Function.Injective E := by
  have hD : charmatrix (diagonal fun i => (E i : ℂ)) = diagonal fun i => X - C (E i : ℂ) := by
    refine Matrix.ext fun i j => ?_
    by_cases h : i = j
    · subst h; simp
    · simp [h]
  have hc : H.charpoly = ∏ i, (X - C (E i : ℂ)) := by
    calc H.charpoly = ((H * U) * V).charpoly := by
          rw [mul_assoc, mul_eq_one_comm.mp hVU, mul_one]
      _ = (diagonal fun i => (E i : ℂ)).charpoly := by
          rw [Matrix.charpoly_mul_comm, hHU, ← mul_assoc, hVU, one_mul]
      _ = _ := by rw [Matrix.charpoly, hD, Matrix.det_diagonal]
  have hr : H.charpoly.roots = Finset.univ.val.map fun i => (E i : ℂ) := by
    have h := roots_multiset_prod_X_sub_C (Finset.univ.val.map fun i => (E i : ℂ))
    rw [Multiset.map_map] at h
    rw [hc]
    exact h
  rw [Degenerate, hr, Multiset.nodup_map_iff_inj_on Finset.univ.nodup]
  exact not_congr ⟨fun h i j hij => h i (Finset.mem_univ_val i) j (Finset.mem_univ_val j)
    (congrArg Complex.ofReal hij), fun h i _ j _ hij => h (Complex.ofReal_injective hij)⟩
```

`trace_pow_eq` proves H^k U = U diag(E)^k by induction, then moves V to the front inside the trace, where VU = 1 removes both.

```lean
/-- The trace of the `k`-th power of a diagonalised matrix is the sum of the `k`-th powers of
its levels. -/
theorem trace_pow_eq {H U V : Matrix (Fin n) (Fin n) ℂ} {E : Fin n → ℝ} (hVU : V * U = 1)
    (hHU : H * U = U * diagonal fun i => (E i : ℂ)) (k : ℕ) :
    Matrix.trace (H ^ k) = ∑ i, (E i : ℂ) ^ k := by
  have h : H ^ k * U = U * (diagonal fun i => (E i : ℂ)) ^ k := by
    induction k with
    | zero => simp
    | succ k ih => rw [pow_succ, mul_assoc, hHU, ← mul_assoc, ih, mul_assoc, ← pow_succ]
  calc Matrix.trace (H ^ k) = Matrix.trace (H ^ k * U * V) := by
        rw [mul_assoc, mul_eq_one_comm.mp hVU, mul_one]
    _ = Matrix.trace (V * (U * (diagonal fun i => (E i : ℂ)) ^ k)) := by
        rw [h, Matrix.trace_mul_comm]
    _ = _ := by
        rw [← mul_assoc, hVU, one_mul]
        simp [Matrix.diagonal_pow, Matrix.trace_diagonal]
```

`eval_levelDiscriminant` evaluates the polynomial matrix at a number `z`, recognises WᵀW and applies the Vandermonde determinant.

```lean
/-- If `A + zB` is diagonalised with real levels `E i`, the discriminant at `z` is the squared
product of all level differences. -/
theorem eval_levelDiscriminant {A B U V : Matrix (Fin n) (Fin n) ℂ} {z : ℂ} {E : Fin n → ℝ}
    (hVU : V * U = 1) (hHU : (A + z • B) * U = U * diagonal fun i => (E i : ℂ)) :
    (levelDiscriminant A B).eval z =
      (((∏ i, ∏ j ∈ Finset.Ioi i, (E j - E i)) ^ 2 : ℝ) : ℂ) := by
  have hM : (evalRingHom z).mapMatrix (pencil A B) = A + z • B := by
    ext i j
    simp [pencil]
    exact mul_comm _ _
  -- the matrix of power sums is the transpose of a Vandermonde matrix times that matrix
  have h : (evalRingHom z).mapMatrix (Matrix.of fun i j : Fin n =>
      Matrix.trace (pencil A B ^ ((i : ℕ) + (j : ℕ)))) =
      (vandermonde fun i => (E i : ℂ))ᵀ * vandermonde fun i => (E i : ℂ) := by
    ext i j
    have h1 : evalRingHom z (Matrix.trace (pencil A B ^ ((i : ℕ) + (j : ℕ)))) =
        Matrix.trace ((A + z • B) ^ ((i : ℕ) + (j : ℕ))) := by
      rw [← hM, ← _root_.map_pow]
      exact _root_.map_sum (evalRingHom z) _ _
    refine h1.trans ?_
    rw [trace_pow_eq hVU hHU]
    simp [Matrix.mul_apply, Matrix.vandermonde_apply, pow_add]
  rw [levelDiscriminant, ← coe_evalRingHom, RingHom.map_det, h, Matrix.det_mul,
    Matrix.det_transpose, Matrix.det_vandermonde]
  push_cast
  ring
```

## Linear dependence on t

The perturbation B is switched on in proportion to t, as for a field coupled to a fixed dipole operator. Each entry of H(t) has degree at most 1, so each entry of H(t)^k, and its trace, has degree at most k. A term of the determinant belongs to a permutation σ and is, up to sign, the product over i of tr H^(σ(i)+i). Its degree is at most

Σ_i (σ(i) + i) = 2(0 + 1 + … + (n−1)) = n(n−1).

Without linearity the count can grow: (t² − 1) diag(1, −1) is degenerate at two values of t. The Lean proof follows the same three stages, `hlin`, `hpow` and `htr`, before summing over permutations.

```lean
/-- The discriminant of `A + tB` has degree at most `n(n-1)` in `t`. -/
theorem natDegree_levelDiscriminant (A B : Matrix (Fin n) (Fin n) ℂ) :
    (levelDiscriminant A B).natDegree ≤ n * (n - 1) := by
  have hlin : ∀ i j, (pencil A B i j).natDegree ≤ 1 := by
    intro i j
    have h : pencil A B i j = C (A i j) + X * C (B i j) := by simp [pencil]
    rw [h]
    compute_degree
  have hpow : ∀ (k : ℕ) (i j : Fin n), ((pencil A B ^ k) i j).natDegree ≤ k := by
    intro k
    induction k with
    | zero => intro i j; rw [pow_zero, Matrix.one_apply]; split_ifs <;> simp
    | succ k ih =>
      intro i j
      rw [pow_succ, Matrix.mul_apply]
      exact natDegree_sum_le_of_forall_le _ _ fun l _ =>
        natDegree_mul_le_of_le (ih i l) (hlin l j)
  have htr : ∀ k : ℕ, (Matrix.trace (pencil A B ^ k)).natDegree ≤ k := by
    intro k
    rw [Matrix.trace]
    exact natDegree_sum_le_of_forall_le _ _ fun l _ => hpow k l l
  rw [levelDiscriminant, Matrix.det_apply']
  simp only [Matrix.of_apply]
  refine natDegree_sum_le_of_forall_le _ _ fun σ _ => ?_
  -- each term of the determinant has degree at most the sum of all `σ i + i`
  have h1 : ∑ i, ((σ i : Fin n) : ℕ) = ∑ i : Fin n, (i : ℕ) :=
    Equiv.sum_comp σ (fun i : Fin n => (i : ℕ))
  have h2 : ∑ i : Fin n, (i : ℕ) = ∑ i ∈ Finset.range n, i :=
    Fin.sum_univ_eq_sum_range (fun i => i) n
  have hsum : ∑ i : Fin n, (((σ i : Fin n) : ℕ) + (i : ℕ)) = n * (n - 1) := by
    rw [Finset.sum_add_distrib, h1, h2, ← mul_two, Finset.sum_range_id_mul_two]
  refine natDegree_mul_le.trans ?_
  rw [natDegree_intCast, zero_add, ← hsum]
  exact (natDegree_prod_le _ _).trans
    (Finset.sum_le_sum fun i _ => htr (((σ i : Fin n) : ℕ) + (i : ℕ)))
```

## Real t

The parameter is a physical setting, so only real values count. At a real zero, the nonnegative polynomial D has a minimum. Its derivative vanishes there, and the zero has multiplicity at least 2. If D is not the zero polynomial and has m distinct real zeros, then

2m ≤ deg D ≤ n(n−1).

Complex t would break the bound: diag(1, −1) + t[[0, 1], [1, 0]] has eigenvalues ±√(1 + t²), which coincide at t = i and t = −i.

The next lemma states the first inequality for any nonzero, nowhere negative real polynomial. Its proof uses `count` for the multiplicity of a root.

```lean
/-- A nonzero real polynomial that is nowhere negative has at most half as many distinct real
roots as its degree. -/
theorem two_mul_card_roots_le {P : ℝ[X]} (hP : P ≠ 0) (hpos : ∀ t, 0 ≤ P.eval t) :
    2 * P.roots.toFinset.card ≤ P.natDegree := by
  have h2 : ∀ t ∈ P.roots.toFinset, 2 ≤ P.roots.count t := by
    intro t ht
    have hr : P.eval t = 0 := (mem_roots hP).mp (Multiset.mem_toFinset.mp ht)
    -- a root is a minimum, so the derivative vanishes there too
    have hmin : IsLocalMin (fun x => P.eval x) t := Filter.Eventually.of_forall fun x => by
      change P.eval t ≤ P.eval x
      rw [hr]
      exact hpos x
    have hd := hmin.hasDerivAt_eq_zero (P.hasDerivAt t)
    rw [count_roots]
    exact (one_lt_rootMultiplicity_iff_isRoot hP).mpr ⟨hr, hd⟩
  calc 2 * P.roots.toFinset.card = ∑ _t ∈ P.roots.toFinset, 2 := by
        rw [Finset.sum_const, smul_eq_mul, mul_comm]
    _ ≤ ∑ t ∈ P.roots.toFinset, P.roots.count t := Finset.sum_le_sum h2
    _ = Multiset.card P.roots := Multiset.toFinset_sum_count_eq _
    _ ≤ P.natDegree := P.card_roots'
```

## One nondegenerate value of t

The hypothesis `h₀` says that no degeneracy persists throughout the scan, as one protected by symmetry would. By hand, it supplies a t with D(t) ≠ 0, so D is not the zero polynomial. If it fails, H(t) is degenerate at every real t; A = B = 0 with n = 2 is an example.

`degeneracies_le` concludes that the set of degenerate real t is finite and has at most n(n−1)/2 elements. Finiteness is stated separately because `ncard` assigns 0 to an infinite set. For n = 1 there are no pairs of levels, D = 1, and the bound is 0.

Since D has complex coefficients in Lean, the proof builds a real polynomial `P` from their real parts and shows that it agrees with D at real t. `key` records its sign and zeros, `hP` uses `h₀`, and `hset` identifies the degenerate values with the roots of `P`.

```lean
/-- For Hermitian `A` and `B`, if `A + tB` is nondegenerate for at least one real `t`, then it is
degenerate for at most `n(n-1)/2` real values of `t`. -/
theorem degeneracies_le {A B : Matrix (Fin n) (Fin n) ℂ} (hA : A.IsHermitian)
    (hB : B.IsHermitian) (h₀ : ∃ t : ℝ, ¬ Degenerate (A + (t : ℂ) • B)) :
    {t : ℝ | Degenerate (A + (t : ℂ) • B)}.Finite ∧
      {t : ℝ | Degenerate (A + (t : ℂ) • B)}.ncard ≤ n * (n - 1) / 2 := by
  -- the discriminant as a polynomial with real coefficients
  let P : ℝ[X] := ∑ k ∈ Finset.range (n * (n - 1) + 1),
    C ((levelDiscriminant A B).coeff k).re * X ^ k
  have hdeg : P.natDegree ≤ n * (n - 1) := natDegree_sum_le_of_forall_le _ _ fun k hk =>
    (natDegree_C_mul_X_pow_le _ _).trans (Nat.lt_succ_iff.mp (Finset.mem_range.mp hk))
  have heval : ∀ t : ℝ, P.eval t = ((levelDiscriminant A B).eval (t : ℂ)).re := by
    intro t
    rw [eval_eq_sum_range' (Nat.lt_succ_of_le (natDegree_levelDiscriminant A B)),
      Complex.re_sum, eval_finsetSum]
    refine Finset.sum_congr rfl fun k _ => ?_
    rw [← Complex.ofReal_pow, Complex.mul_re, Complex.ofReal_re, Complex.ofReal_im]
    simp
  have key : ∀ t : ℝ, 0 ≤ P.eval t ∧ (P.eval t = 0 ↔ Degenerate (A + (t : ℂ) • B)) := by
    intro t
    have hH : (A + (t : ℂ) • B).IsHermitian := hA.add (by
      rw [Matrix.IsHermitian, Matrix.conjTranspose_smul, hB.eq]
      simp)
    obtain ⟨U, V, E, hVU, hHU⟩ := exists_levels hH
    rw [heval, eval_levelDiscriminant hVU hHU, Complex.ofReal_re, degenerate_iff hVU hHU,
      ← Matrix.det_vandermonde, ← Matrix.det_vandermonde_ne_zero_iff, not_not]
    exact ⟨sq_nonneg _, pow_eq_zero_iff two_ne_zero⟩
  obtain ⟨t₀, ht₀⟩ := h₀
  have hP : P ≠ 0 := fun h => ht₀ ((key t₀).2.mp (by rw [h, eval_zero]))
  have hset : {t : ℝ | Degenerate (A + (t : ℂ) • B)} = ↑P.roots.toFinset := by
    ext t
    rw [Set.mem_ofPred_eq, Finset.mem_coe, Multiset.mem_toFinset, mem_roots hP]
    exact (key t).2.symm
  have hcard := (two_mul_card_roots_le hP fun t => (key t).1).trans hdeg
  rw [hset, Set.ncard_coe_finset]
  exact ⟨Finset.finite_toSet _, by omega⟩
```

## A spin-1/2 in a field attains the bound

For n = 2 the bound is 1. With A = 0 and B = diag(1, −1), the levels are t and −t, as for a spin in a field along a fixed axis, where t is the field component along that axis times the magnetic moment. They meet only at zero field. The proof takes `U` and `V` to be the identity and finds the Vandermonde determinant −2t. Attainment is proved here for n = 2 only.

```lean
/-- The bound is attained for `n = 2`, with `A = 0` and `B = diag(1, -1)`: the matrix `tB` is
degenerate at the single value `t = 0`. -/
theorem two_level_sharp (t : ℝ) :
    Degenerate ((0 : Matrix (Fin 2) (Fin 2) ℂ) + (t : ℂ) • diagonal ![1, -1]) ↔ t = 0 := by
  have hdet : (vandermonde ![t, -t]).det = -2 * t := by
    rw [Matrix.det_fin_two]
    simp [Matrix.vandermonde_apply]
    ring
  rw [degenerate_iff (U := 1) (V := 1) (E := ![t, -t]) (one_mul 1)
    (by ext i j; fin_cases i <;> fin_cases j <;> simp),
    ← Matrix.det_vandermonde_ne_zero_iff, not_not, hdet]
  simp

end

end LevelCrossingCount
```

```lean
#print axioms LevelCrossingCount.degeneracies_le
#print axioms LevelCrossingCount.two_level_sharp
```

```
'LevelCrossingCount.degeneracies_le' depends on axioms: [propext, Classical.choice, Quot.sound]
'LevelCrossingCount.two_level_sharp' depends on axioms: [propext, Classical.choice, Quot.sound]
```
